# The spin-half monopole: curvature $\sin(a)/2$ and flux $2\pi$ for every differentiable phase

## The phase problem

An eigenvalue equation fixes a normalised, non-degenerate eigenvector only up to a phase. When the Hamiltonian depends on parameters, that phase may vary from point to point, and derivatives of the eigenvector inherit the arbitrariness. Let $\psi$ be a normalised state depending on a parameter $b$, let $\chi$ be a real function of $b$, and write $\langle u,v\rangle=\sum_i \overline{u_i}\,v_i$. Replacing $\psi$ by $e^{i\chi}\psi$ shifts $\langle\psi,\partial_b\psi\rangle$ by $i\,\partial_b\chi$. Two correct diagonalisations can therefore give different values, and a number computed from such derivatives may describe the choice of phase and not the system. For a spin-half aligned with a given direction, the curvature defined below has, at each pair of angles, the same value for all phases that are differentiable in each angle.

## The spin along a direction

Take the unit vector $\mathbf n=(\sin a\cos b,\ \sin a\sin b,\ \cos a)$ with polar angle $a$ and azimuth $b$. With the Pauli matrices $\sigma_x,\sigma_y,\sigma_z$,

$$\mathbf n\cdot\sigma=\begin{pmatrix}\cos a & e^{-ib}\sin a\\ e^{ib}\sin a & -\cos a\end{pmatrix},\qquad \psi(a,b)=\begin{pmatrix}c\\ e^{ib}s\end{pmatrix},$$

where $c=\cos(a/2)$ and $s=\sin(a/2)$. Using $\sin a=2sc$ and $\cos a=2c^2-1$, the two components of $(\mathbf n\cdot\sigma)\psi$ are

$$c\cos a+s\sin a=c\,(2c^2+2s^2-1)=c,$$
$$e^{ib}(c\sin a-s\cos a)=e^{ib}\,(2sc^2-2sc^2+s)=e^{ib}s.$$

So $(\mathbf n\cdot\sigma)\psi=\psi$, and $\langle\psi,\psi\rangle=c^2+|e^{ib}|^2s^2=1$.

## Curvature and flux

For a family of states $\psi(a,b)$ define the curvature $F$ and the flux $\Phi$ by

$$F=2\,\mathrm{Im}\,\langle\partial_a\psi,\partial_b\psi\rangle,\qquad \Phi=\int_0^{2\pi}\!db\int_0^{\pi}\!da\;F .$$

For the spinor, $\partial_a\psi=(-s/2,\ e^{ib}c/2)$ and $\partial_b\psi=(0,\ ie^{ib}s)$. The upper components contribute nothing to the overlap, and in the lower ones the phase cancels:

$$\langle\partial_a\psi,\partial_b\psi\rangle=e^{-ib}\frac c2\cdot ie^{ib}s=\frac{i\,cs}{2},\qquad F=cs=\frac{\sin a}{2}.$$

Since $\int_0^\pi\frac12\sin a\,da=\frac12(1+1)=1$, the flux is $\Phi=2\pi$. The area element of the unit sphere is $\sin a\,da\,db$, so $F$ is a uniform density $1/2$ per unit solid angle, as for a point charge at the centre, and this is the sense of the word monopole. With the sign convention chosen here, $F$ is the Berry curvature of a single spin-half whose spin points along a field of fixed strength and variable direction, and up to an energy offset and scale, a choice of basis and an overall sign (the chirality of the crossing, which also fixes the sign of $F$ for the upper band), the same matrix describes two bands of non-interacting electrons on a small sphere around an isotropic linear crossing.

## Changing the phase

Let $\psi(a,b)$ now be any normalised family in a finite-dimensional space, with $u=\partial_a\psi$ and $v=\partial_b\psi$ at the point considered. Differentiating $\langle\psi,\psi\rangle=1$ along $b$ gives $\langle v,\psi\rangle+\langle\psi,v\rangle=2\,\mathrm{Re}\langle\psi,v\rangle=0$. The same step along $a$ gives $\mathrm{Re}\langle\psi,u\rangle=0$, hence $\mathrm{Re}\langle u,\psi\rangle=0$ by conjugation.

For a real phase $\chi(a,b)$ put $p=\partial_a\chi$ and $q=\partial_b\chi$. The product rule gives the tangent vectors $e^{i\chi}(u+ip\psi)$ and $e^{i\chi}(v+iq\psi)$ of $e^{i\chi}\psi$. In their overlap $e^{-i\chi}e^{i\chi}=1$, and

$$\langle u+ip\psi,\ v+iq\psi\rangle=\langle u,v\rangle+iq\,\langle u,\psi\rangle-ip\,\langle\psi,v\rangle+pq .$$

The second and third terms are a real number times $i$ times an imaginary number, and $pq$ is real. The imaginary part is that of $\langle u,v\rangle$, so $F$ is unchanged, and with it $\Phi$. The eigenvalue equation is linear and $|e^{i\chi}|=1$, so the rephased spinor is still a unit eigenvector.

## What `monopole` says

States are functions `Fin 2 → ℂ`, with component 0 the upper and component 1 the lower entry, and `star u ⬝ᵥ v` is $\langle u,v\rangle$, conjugate-linear in the first slot. The matrix `pauliAlong a b` is $\mathbf n\cdot\sigma$, `psi a b` is $\psi(a,b)$, and `regauge χ psi a b` is $e^{i\chi(a,b)}\psi(a,b)$. In `curvature`, `flux` and `regauge` the letter `n` is the index type of the basis, not the direction. The partial derivatives are `deriv (fun s => ψ s b) a` and `deriv (ψ a) b`, and `flux` is the iterated integral with $a$ inside.

The theorem takes a real function `χ` that is differentiable in $a$ at every fixed $b$ (`ha`) and in $b$ at every fixed $a$ (`hb`). It concludes that, for all real $a$ and $b$, the rephased spinor is an eigenvector with eigenvalue 1, has unit norm and has curvature $\sin(a)/2$, and that its flux is $2\pi$. The choice $\chi=0$ gives the plain spinor. The two hypotheses express that the phase convention has a rate of change along each angle, so that the rephased state has tangent vectors. They matter because `deriv` returns zero where no derivative exists. Phases that jump as one angle varies with the other held fixed, as raw numerical eigenvectors may, are excluded. Joint differentiability, second derivatives and periodicity in $b$ are not required.

The definition fixes the sign: the order is $(a,b)$, and $F$ corresponds to the connection with components $\mathrm{Im}\langle\psi,\partial\psi\rangle$, so the convention $i\langle\psi,\partial\psi\rangle$ would give $-\sin(a)/2$. The field has unit magnitude, and only the eigenvalue $+1$ is treated. Everything is a function of the two angles and not of a point on the sphere: at $a=\pi$ the spinor is $(0,e^{ib})$, which depends on $b$ although $\mathbf n$ does not. The flux is evaluated for this family, with $\Phi/2\pi=1$. Integrality of $\Phi/2\pi$ for general families, the absence of a smooth phase choice on the whole sphere, loop phases and adiabatic dynamics appear in no theorem of the file, and the readings above in terms of solid angle, band crossings and connections are commentary.

## The Lean file

```lean
import Mathlib

open Matrix Complex

namespace SpinHalfMonopole

noncomputable section

/-- The Pauli matrix `σx`. -/
def sigmaX : Matrix (Fin 2) (Fin 2) ℂ := !![0, 1; 1, 0]

/-- The Pauli matrix `σy`. -/
def sigmaY : Matrix (Fin 2) (Fin 2) ℂ := !![0, -I; I, 0]

/-- The Pauli matrix `σz`. -/
def sigmaZ : Matrix (Fin 2) (Fin 2) ℂ := !![1, 0; 0, -1]

/-- The Pauli matrix `n·σ` along the direction with polar angle `a` and azimuth `b`. -/
def pauliAlong (a b : ℝ) : Matrix (Fin 2) (Fin 2) ℂ :=
  ((Real.sin a * Real.cos b : ℝ) : ℂ) • sigmaX + ((Real.sin a * Real.sin b : ℝ) : ℂ) • sigmaY
    + ((Real.cos a : ℝ) : ℂ) • sigmaZ

/-- The spinor `(cos(a/2), exp(ib) sin(a/2))`. -/
def psi (a b : ℝ) : Fin 2 → ℂ :=
  ![(Real.cos (a / 2) : ℝ), exp (b * I) * (Real.sin (a / 2) : ℝ)]

/-- The curvature `2 Im ⟨∂_a ψ, ∂_b ψ⟩` of a two-parameter family of states. -/
def curvature {n : Type*} [Fintype n] (ψ : ℝ → ℝ → n → ℂ) (a b : ℝ) : ℝ :=
  2 * (star (deriv (fun s => ψ s b) a) ⬝ᵥ deriv (ψ a) b).im

/-- The integral of the curvature over `a ∈ [0, π]`, `b ∈ [0, 2π]`. -/
def flux {n : Type*} [Fintype n] (ψ : ℝ → ℝ → n → ℂ) : ℝ :=
  ∫ b in (0 : ℝ)..(2 * Real.pi), ∫ a in (0 : ℝ)..Real.pi, curvature ψ a b

/-- The family `exp(iχ(a,b)) ψ(a,b)` obtained by a parameter-dependent phase. -/
def regauge {n : Type*} (χ : ℝ → ℝ → ℝ) (ψ : ℝ → ℝ → n → ℂ) (a b : ℝ) : n → ℂ :=
  exp (χ a b * I) • ψ a b

/-- A phase factor `exp(ix)` times its conjugate is one. -/
theorem phase_unit (x : ℝ) : star (exp (x * I)) * exp (x * I) = 1 := by
  rw [Complex.star_def, ← Complex.exp_conj, ← Complex.exp_add]
  simp

/-- The spinor satisfies `n·σ ψ = ψ`. -/
theorem psi_eigen (a b : ℝ) : pauliAlong a b *ᵥ psi a b = psi a b := by
  have hs : sin (a : ℂ) = 2 * sin ((a : ℂ) / 2) * cos ((a : ℂ) / 2) := by
    rw [← Complex.sin_two_mul]; congr 1; ring
  have hc : cos (a : ℂ) = 2 * cos ((a : ℂ) / 2) ^ 2 - 1 := by
    rw [← Complex.cos_two_mul]; congr 1; ring
  have h1 := Complex.sin_sq_add_cos_sq ((a : ℂ) / 2)
  have h2 := Complex.sin_sq_add_cos_sq (b : ℂ)
  have he := Complex.exp_mul_I (b : ℂ)
  have hI := Complex.I_sq
  ext i
  fin_cases i
  · simp [pauliAlong, psi, sigmaX, sigmaY, sigmaZ, Matrix.mulVec, dotProduct, Fin.sum_univ_two]
    linear_combination sin (a : ℂ) * (cos (b : ℂ) - sin (b : ℂ) * I) * sin ((a : ℂ) / 2) * he
      - sin (a : ℂ) * sin (b : ℂ) ^ 2 * sin ((a : ℂ) / 2) * hI
      + sin (a : ℂ) * sin ((a : ℂ) / 2) * h2 + sin ((a : ℂ) / 2) * hs
      + cos ((a : ℂ) / 2) * hc + 2 * cos ((a : ℂ) / 2) * h1
  · simp [pauliAlong, psi, sigmaX, sigmaY, sigmaZ, Matrix.mulVec, dotProduct, Fin.sum_univ_two]
    linear_combination -(sin (a : ℂ) * cos ((a : ℂ) / 2)) * he
      + cos ((a : ℂ) / 2) * exp (b * I) * hs - exp (b * I) * sin ((a : ℂ) / 2) * hc

/-- The spinor is normalised, `⟨ψ, ψ⟩ = 1`. -/
theorem psi_norm (a b : ℝ) : star (psi a b) ⬝ᵥ psi a b = 1 := by
  have hr : ∀ x : ℝ, star (x : ℂ) = x := Complex.conj_ofReal
  have h1 : ((Real.cos (a / 2) : ℝ) : ℂ) ^ 2 + ((Real.sin (a / 2) : ℝ) : ℂ) ^ 2 = 1 := by
    rw [← ofReal_pow, ← ofReal_pow, ← ofReal_add, Real.cos_sq_add_sin_sq, ofReal_one]
  rw [dotProduct, Fin.sum_univ_two]
  change star ((Real.cos (a / 2) : ℝ) : ℂ) * (Real.cos (a / 2) : ℝ)
    + star (exp (b * I) * (Real.sin (a / 2) : ℝ)) * (exp (b * I) * (Real.sin (a / 2) : ℝ)) = 1
  simp only [star_mul', hr]
  linear_combination h1 + ((Real.sin (a / 2) : ℝ) : ℂ) ^ 2 * phase_unit b

/-- The polar derivative of the spinor is `(-sin(a/2)/2, exp(ib) cos(a/2)/2)`. -/
theorem psi_deriv_polar (a b : ℝ) : HasDerivAt (fun s => psi s b)
    ![(-Real.sin (a / 2) / 2 : ℝ), exp (b * I) * (Real.cos (a / 2) / 2 : ℝ)] a := by
  have h : HasDerivAt (fun s : ℝ => s / 2) (1 / 2) a := (hasDerivAt_id' a).div_const 2
  have h0 : HasDerivAt (fun s : ℝ => Real.cos (s / 2)) (-Real.sin (a / 2) / 2) a :=
    h.cos.congr_deriv (by ring)
  have h1 : HasDerivAt (fun s : ℝ => Real.sin (s / 2)) (Real.cos (a / 2) / 2) a :=
    h.sin.congr_deriv (by ring)
  refine hasDerivAt_pi.2 (Fin.forall_fin_two.2 ⟨?_, ?_⟩)
  · exact h0.ofReal_comp
  · exact h1.ofReal_comp.const_mul (exp (b * I))

/-- The azimuthal derivative of the spinor is `(0, i exp(ib) sin(a/2))`. -/
theorem psi_deriv_azimuth (a b : ℝ) : HasDerivAt (psi a)
    ![0, exp (b * I) * I * (Real.sin (a / 2) : ℝ)] b := by
  have he : HasDerivAt (fun t : ℝ => exp (t * I)) (exp (b * I) * I) b :=
    ((hasDerivAt_id' b).ofReal_comp.mul_const I).cexp.congr_deriv (by simp)
  refine hasDerivAt_pi.2 (Fin.forall_fin_two.2 ⟨?_, ?_⟩)
  · exact hasDerivAt_const b ((Real.cos (a / 2) : ℝ) : ℂ)
  · exact he.mul_const ((Real.sin (a / 2) : ℝ) : ℂ)

/-- The curvature of the spinor is `sin(a)/2`. -/
theorem psi_curvature (a b : ℝ) : curvature psi a b = Real.sin a / 2 := by
  have hr : ∀ x : ℝ, star (x : ℂ) = x := Complex.conj_ofReal
  have hs : Real.sin a = 2 * Real.sin (a / 2) * Real.cos (a / 2) := by
    rw [← Real.sin_two_mul]; congr 1; ring
  -- the overlap of the two tangent vectors is purely imaginary
  have h : star (deriv (fun s => psi s b) a) ⬝ᵥ deriv (psi a) b
      = ((Real.cos (a / 2) / 2 : ℝ) : ℂ) * (Real.sin (a / 2) : ℝ) * I := by
    rw [(psi_deriv_polar a b).deriv, (psi_deriv_azimuth a b).deriv, dotProduct, Fin.sum_univ_two]
    change star ((-Real.sin (a / 2) / 2 : ℝ) : ℂ) * 0
      + star (exp (b * I) * (Real.cos (a / 2) / 2 : ℝ))
        * (exp (b * I) * I * (Real.sin (a / 2) : ℝ)) = _
    simp only [star_mul', hr]
    linear_combination
      ((Real.cos (a / 2) / 2 : ℝ) : ℂ) * (Real.sin (a / 2) : ℝ) * I * phase_unit b
  rw [curvature, h, ← ofReal_mul, mul_I_im, ofReal_re, hs]
  ring

/-- The curvature of the spinor integrates to `2π` over `a ∈ [0, π]`, `b ∈ [0, 2π]`. -/
theorem psi_flux : flux psi = 2 * Real.pi := by
  have h : ∫ a in (0 : ℝ)..Real.pi, Real.sin a / 2 = 1 := by
    rw [intervalIntegral.integral_div, integral_sin]
    norm_num
  simp only [flux, psi_curvature, h]
  simp

/-- For a normalised family differentiable at `t`, the overlap `⟨ψ, ψ'⟩` has no real part. -/
theorem tangent_re_zero {n : Type*} [Fintype n] (f : ℝ → n → ℂ) (u : n → ℂ) (t : ℝ)
    (hf : HasDerivAt f u t) (hn : ∀ s, star (f s) ⬝ᵥ f s = 1) :
    (star (f t) ⬝ᵥ u).re = 0 := by
  have h1 : HasDerivAt (fun s => ∑ i, star (f s i) * f s i)
      (∑ i, (star (u i) * f t i + star (f t i) * u i)) t :=
    HasDerivAt.fun_sum fun i _ =>
      ((hasDerivAt_pi.1 hf i).star).fun_mul (hasDerivAt_pi.1 hf i)
  have h2 : (fun s => ∑ i, star (f s i) * f s i) = fun _ => (1 : ℂ) := funext fun s => hn s
  rw [h2] at h1
  -- the derivative of the constant norm vanishes
  have h3 := h1.unique (hasDerivAt_const t (1 : ℂ))
  have h5 : (∑ i, (star (u i) * f t i + star (f t i) * u i)).re
      = 2 * (star (f t) ⬝ᵥ u).re := by
    simp only [dotProduct, Complex.re_sum, Finset.mul_sum, Pi.star_apply]
    refine Finset.sum_congr rfl fun i _ => ?_
    simp
    ring
  rw [h3, Complex.zero_re] at h5
  linarith

/-- Multiplying a normalised family by a phase `exp(iχ)` leaves the curvature unchanged at
every point where the family and the phase have partial derivatives. -/
theorem curvature_regauge {n : Type*} [Fintype n] (ψ : ℝ → ℝ → n → ℂ) (χ : ℝ → ℝ → ℝ)
    (a b p q : ℝ) (u v : n → ℂ) (hn : ∀ s t, star (ψ s t) ⬝ᵥ ψ s t = 1)
    (hu : HasDerivAt (fun s => ψ s b) u a) (hv : HasDerivAt (ψ a) v b)
    (hp : HasDerivAt (fun s => χ s b) p a) (hq : HasDerivAt (χ a) q b) :
    curvature (regauge χ ψ) a b = curvature ψ a b := by
  have ha : HasDerivAt (fun s => regauge χ ψ s b)
      (exp (χ a b * I) • u + (exp (χ a b * I) * (p * I)) • ψ a b) a :=
    (hp.ofReal_comp.mul_const I).cexp.smul hu
  have hb : HasDerivAt (regauge χ ψ a)
      (exp (χ a b * I) • v + (exp (χ a b * I) * (q * I)) • ψ a b) b :=
    (hq.ofReal_comp.mul_const I).cexp.smul hv
  have r1 : (star (ψ a b) ⬝ᵥ v).re = 0 := tangent_re_zero (ψ a) v b hv (hn a)
  have r2 : (star u ⬝ᵥ ψ a b).re = 0 := by
    rw [Matrix.star_dotProduct]
    exact tangent_re_zero (fun s => ψ s b) u a hu (fun s => hn s b)
  -- the phase cancels in the overlap and leaves three extra terms
  have key : ∀ c : ℂ, star c * c = 1 →
      star (c • u + (c * (p * I)) • ψ a b) ⬝ᵥ (c • v + (c * (q * I)) • ψ a b)
        = star u ⬝ᵥ v + q * I * (star u ⬝ᵥ ψ a b) - p * I * (star (ψ a b) ⬝ᵥ v)
          - p * I * (q * I) := by
    intro c hc
    have hs : star (c * (p * I)) = star c * (-(p * I)) := by
      rw [star_mul']; simp
    simp only [star_add, star_smul, add_dotProduct, dotProduct_add, smul_dotProduct,
      dotProduct_smul, smul_eq_mul, hs, hn a b]
    linear_combination (star u ⬝ᵥ v + q * I * (star u ⬝ᵥ ψ a b)
      - p * I * (star (ψ a b) ⬝ᵥ v) - p * I * (q * I)) * hc
  rw [curvature, curvature, ha.deriv, hb.deriv, hu.deriv, hv.deriv, key _ (phase_unit _)]
  -- the extra terms are real
  simp [r1, r2]

/-- For every phase `χ` differentiable in each angle, `exp(iχ) ψ` is a unit eigenvector of
`n·σ` with eigenvalue 1, its curvature is `sin(a)/2`, and the curvature integrates to `2π`. -/
theorem monopole (χ : ℝ → ℝ → ℝ) (ha : ∀ b, Differentiable ℝ fun s => χ s b)
    (hb : ∀ a, Differentiable ℝ (χ a)) :
    (∀ a b, pauliAlong a b *ᵥ regauge χ psi a b = regauge χ psi a b) ∧
    (∀ a b, star (regauge χ psi a b) ⬝ᵥ regauge χ psi a b = 1) ∧
    (∀ a b, curvature (regauge χ psi) a b = Real.sin a / 2) ∧
    flux (regauge χ psi) = 2 * Real.pi := by
  have hF : ∀ a b, curvature (regauge χ psi) a b = curvature psi a b := fun a b =>
    curvature_regauge psi χ a b _ _ _ _ psi_norm (psi_deriv_polar a b)
      (psi_deriv_azimuth a b) (ha b a).hasDerivAt (hb a b).hasDerivAt
  refine ⟨fun a b => ?_, fun a b => ?_, fun a b => ?_, ?_⟩
  · rw [regauge, Matrix.mulVec_smul, psi_eigen]
  · simp only [regauge, star_smul, smul_dotProduct, dotProduct_smul, smul_eq_mul, psi_norm]
    linear_combination phase_unit (χ a b)
  · rw [hF, psi_curvature]
  · rw [← psi_flux]
    simp only [flux, hF]

end

end SpinHalfMonopole
```

```lean
#print axioms SpinHalfMonopole.monopole
```

```
'SpinHalfMonopole.monopole' depends on axioms: [propext, Classical.choice, Quot.sound]
```

## Eigenvector, tangents and integral in Lean

`phase_unit` is $\overline{e^{ix}}e^{ix}=1$ for real $x$, and it supplies the cancellation of the phase in every inner product. In `psi_eigen`, `hs` and `hc` are the double-angle formulas, `h1` and `h2` are $\sin^2+\cos^2=1$ at $a/2$ and at $b$, `he` is Euler's formula and `hI` is $i^2=-1$. Each component closes by `linear_combination`, which checks that the goal is the listed combination of these identities. In component 0, `he`, `hI` and `h2` perform $e^{-ib}e^{ib}=1$ in the form $(\cos b-i\sin b)(\cos b+i\sin b)=1$, and `hs`, `hc`, `h1` reduce the rest to $c$. Component 1 needs only `he`, `hs` and `hc`, as in the second line of the derivation. `psi_norm` adds `h1` to $s^2$ times `phase_unit b`.

`psi_deriv_polar` and `psi_deriv_azimuth` give the tangent vectors with `HasDerivAt`, component by component through `hasDerivAt_pi`, from the chain rule for the half angle and for $e^{ib}$. In `psi_curvature`, the step `h` substitutes them and obtains $i\,cs/2$; taking twice the imaginary part and using `hs` gives $\sin(a)/2$. `psi_flux` evaluates the inner integral as 1 and integrates that constant over $[0,2\pi]$.

## Phase invariance in Lean

`tangent_re_zero` holds for any finite index type. Here `h1` differentiates $\sum_i\overline{f_i}f_i$ by the product rule, `h2` identifies that sum with the constant 1, `h3` uses uniqueness of derivatives to set the result to zero, and `h5` shows that its real part is $2\,\mathrm{Re}\langle f,u\rangle$.

`curvature_regauge` assumes normalisation at all parameter values but derivatives only at the point $(a,b)$. Its steps `ha` and `hb` are the two rephased tangent vectors, and `r1` and `r2` are the vanishing real parts of $\langle\psi,v\rangle$ and $\langle u,\psi\rangle$. The identity `key` expands the overlap for any complex `c` with `star c * c = 1`; its last term `- p * I * (q * I)` is $pq$. The closing `simp [r1, r2]` takes imaginary parts.

In `monopole`, `hF` applies this theorem at every point, with the tangent vectors of `psi` and the partial derivatives of `χ`. The eigenvalue equation follows from `Matrix.mulVec_smul` and `psi_eigen`, the norm from `psi_norm` and `phase_unit (χ a b)`, and the curvature and flux from `hF` with `psi_curvature` and `psi_flux`, the two integrands being equal pointwise.
